# The sine orbitals of an open Hückel chain form an orthonormal eigenbasis with distinct levels

Filling the π levels of a linear polyene in the Hückel model with equal bonds starts from a list of orbitals. If the list omits a low-lying orbital or names one twice, electrons can be assigned to the wrong levels. For an open chain of n sites, the Lean file below proves that n explicit sine waves form a complete list without repetitions.

```lean
import Mathlib

open Matrix

namespace HuckelChainBasis

noncomputable section

/-- Adjacency matrix of the open chain of `n` sites: entry one between nearest neighbours,
zero otherwise. -/
def chain (n : ℕ) : Matrix (Fin n) (Fin n) ℝ :=
  Matrix.of fun i j => if (i : ℕ) + 1 = (j : ℕ) ∨ (j : ℕ) + 1 = (i : ℕ) then 1 else 0

/-- The angle `(k+1)π/(n+1)` of the orbital with label `k : Fin n`, which starts at zero. -/
def angle (n : ℕ) (k : Fin n) : ℝ := (((k : ℕ) : ℝ) + 1) * Real.pi / ((n : ℝ) + 1)

/-- The level `2 cos ((k+1)π/(n+1))`, with the label `k` starting at zero. -/
def level (n : ℕ) (k : Fin n) : ℝ := 2 * Real.cos (angle n k)

/-- The chain orbital with label `k`, with components `√(2/(n+1)) sin ((j+1)(k+1)π/(n+1))`; both
labels start at zero. -/
def orbital (n : ℕ) (k : Fin n) : Fin n → ℝ := fun j =>
  Real.sqrt (2 / ((n : ℝ) + 1)) * Real.sin ((((j : ℕ) : ℝ) + 1) * angle n k)

/-- Let site `i : Fin n` have amplitude `f (i+1)`, with `f` zero at the fictitious positions `0` and
`n+1`. The adjacency matrix then adds the amplitudes of the two neighbouring positions, at the chain
ends too. -/
theorem neighbour_sum (n : ℕ) (f : ℕ → ℝ) (h0 : f 0 = 0) (hn : f (n + 1) = 0) (i : Fin n) :
    ∑ j : Fin n, chain n i j * f ((j : ℕ) + 1) = f (i : ℕ) + f ((i : ℕ) + 2) := by
  have hi := i.isLt
  have hs : ∀ j : Fin n, chain n i j * f ((j : ℕ) + 1) =
      (if (j : ℕ) = (i : ℕ) + 1 then f ((i : ℕ) + 2) else 0) +
      (if (j : ℕ) + 1 = (i : ℕ) then f (i : ℕ) else 0) := by
    intro j
    simp only [chain, Matrix.of_apply]
    by_cases h1 : (j : ℕ) = (i : ℕ) + 1
    · have h2 : ¬ ((j : ℕ) + 1 = (i : ℕ)) := by omega
      have h4 : (j : ℕ) + 1 = (i : ℕ) + 2 := by omega
      rw [if_pos (Or.inl h1.symm), if_pos h1, if_neg h2, h4]
      ring
    · by_cases h2 : (j : ℕ) + 1 = (i : ℕ)
      · rw [if_pos (Or.inr h2), if_neg h1, if_pos h2, h2]
        ring
      · have h3 : ¬ ((i : ℕ) + 1 = (j : ℕ) ∨ (j : ℕ) + 1 = (i : ℕ)) := by omega
        rw [if_neg h3, if_neg h1, if_neg h2]
        ring
  -- the right neighbour, or the fictitious site `n+1`
  have e1 : ∑ j : Fin n, (if (j : ℕ) = (i : ℕ) + 1 then f ((i : ℕ) + 2) else 0)
      = f ((i : ℕ) + 2) := by
    by_cases h : (i : ℕ) + 1 < n
    · rw [Finset.sum_eq_single (⟨(i : ℕ) + 1, h⟩ : Fin n)]
      · simp
      · intro j _ hj
        exact if_neg (fun e => hj (Fin.ext e))
      · intro h'
        exact absurd (Finset.mem_univ _) h'
    · have h2 : (i : ℕ) + 2 = n + 1 := by omega
      rw [h2, hn]
      simp
  -- the left neighbour, or the fictitious site `0`
  have e2 : ∑ j : Fin n, (if (j : ℕ) + 1 = (i : ℕ) then f (i : ℕ) else 0) = f (i : ℕ) := by
    by_cases h : (i : ℕ) = 0
    · rw [h, h0]
      simp
    · rw [Finset.sum_eq_single (⟨(i : ℕ) - 1, by omega⟩ : Fin n)]
      · exact if_pos (by show (i : ℕ) - 1 + 1 = (i : ℕ); omega)
      · intro j _ hj
        exact if_neg (fun e => hj (Fin.ext (by show (j : ℕ) = (i : ℕ) - 1; omega)))
      · intro h'
        exact absurd (Finset.mem_univ _) h'
  rw [Finset.sum_congr rfl (fun j _ => hs j), Finset.sum_add_distrib, e1, e2, add_comm]

/-- Each chain orbital satisfies the eigenvalue equation with its level. -/
theorem chain_mulVec (n : ℕ) (k : Fin n) :
    chain n *ᵥ orbital n k = level n k • orbital n k := by
  ext i
  have hend : ((n + 1 : ℕ) : ℝ) * angle n k = (((k : ℕ) + 1 : ℕ) : ℝ) * Real.pi := by
    unfold angle
    push_cast
    field_simp
  have h := neighbour_sum n
    (fun m => Real.sqrt (2 / ((n : ℝ) + 1)) * Real.sin ((m : ℝ) * angle n k))
    (by simp) (by simp only [hend, Real.sin_nat_mul_pi, mul_zero]) i
  have e1 : Real.sin (((i : ℕ) : ℝ) * angle n k) =
      Real.sin ((((i : ℕ) : ℝ) + 1) * angle n k) * Real.cos (angle n k) -
      Real.cos ((((i : ℕ) : ℝ) + 1) * angle n k) * Real.sin (angle n k) := by
    rw [← Real.sin_sub]
    congr 1
    ring
  have e2 : Real.sin ((((i : ℕ) : ℝ) + 2) * angle n k) =
      Real.sin ((((i : ℕ) : ℝ) + 1) * angle n k) * Real.cos (angle n k) +
      Real.cos ((((i : ℕ) : ℝ) + 1) * angle n k) * Real.sin (angle n k) := by
    rw [← Real.sin_add]
    congr 1
    ring
  simp only [Matrix.mulVec, dotProduct, Pi.smul_apply, smul_eq_mul, orbital, level]
  push_cast at h
  rw [h, e1, e2]
  ring

/-- The orbital angles lie strictly between `0` and `π`. -/
theorem angle_mem (n : ℕ) (k : Fin n) : 0 < angle n k ∧ angle n k < Real.pi := by
  have hk : ((k : ℕ) : ℝ) < (n : ℝ) := Nat.cast_lt.mpr k.isLt
  have hp := Real.pi_pos
  unfold angle
  refine ⟨by positivity, ?_⟩
  rw [div_lt_iff₀ (by positivity)]
  nlinarith [mul_pos (sub_pos.mpr hk) hp]

/-- The levels strictly decrease with the orbital label. -/
theorem level_strictAnti (n : ℕ) : StrictAnti (level n) := by
  intro k l hkl
  have h : ((k : ℕ) : ℝ) < ((l : ℕ) : ℝ) := Nat.cast_lt.mpr (Fin.lt_def.mp hkl)
  have hp := Real.pi_pos
  have ha : angle n k < angle n l := by
    unfold angle
    gcongr
  have hc := Real.strictAntiOn_cos ⟨(angle_mem n k).1.le, (angle_mem n k).2.le⟩
    ⟨(angle_mem n l).1.le, (angle_mem n l).2.le⟩ ha
  unfold level
  linarith

/-- An eigenvector of the chain with eigenvalue `x` has zero overlap with every orbital whose
level differs from `x`. -/
theorem overlap_eq_zero (n : ℕ) (x : ℝ) (v : Fin n → ℝ) (hv : chain n *ᵥ v = x • v)
    (k : Fin n) (hk : x ≠ level n k) : orbital n k ⬝ᵥ v = 0 := by
  have hsymm : (chain n)ᵀ = chain n := by
    ext i j
    simp only [chain, Matrix.transpose_apply, Matrix.of_apply, or_comm]
  -- move the symmetric matrix from one factor to the other
  have h : orbital n k ⬝ᵥ (chain n *ᵥ v) = (chain n *ᵥ orbital n k) ⬝ᵥ v := by
    rw [Matrix.dotProduct_mulVec, ← Matrix.mulVec_transpose, hsymm]
  rw [hv, chain_mulVec, dotProduct_smul, smul_dotProduct, smul_eq_mul, smul_eq_mul] at h
  have h2 : (x - level n k) * (orbital n k ⬝ᵥ v) = 0 := by linarith
  exact (mul_eq_zero.mp h2).resolve_left (sub_ne_zero.mpr hk)

/-- The chain orbitals are normalised and mutually orthogonal. -/
theorem orbital_dot (n : ℕ) (k l : Fin n) :
    orbital n k ⬝ᵥ orbital n l = if k = l then 1 else 0 := by
  by_cases hkl : k = l
  · subst hkl
    rw [if_pos rfl]
    set t := angle n k with ht
    -- telescoping sum of squared sines
    have hsum : ∀ N : ℕ, 4 * Real.sin t *
        ∑ j ∈ Finset.range N, Real.sin (((j : ℝ) + 1) * t) ^ 2 =
        (2 * (N : ℝ) + 1) * Real.sin t - Real.sin ((2 * (N : ℝ) + 1) * t) := by
      intro N
      induction N with
      | zero => simp
      | succ N ih =>
        have h1 : Real.sin ((2 * (N : ℝ) + 1) * t) =
            Real.sin (2 * (((N : ℝ) + 1) * t)) * Real.cos t -
            Real.cos (2 * (((N : ℝ) + 1) * t)) * Real.sin t := by
          rw [← Real.sin_sub]
          congr 1
          ring
        have h2 : Real.sin ((2 * ((N + 1 : ℕ) : ℝ) + 1) * t) =
            Real.sin (2 * (((N : ℝ) + 1) * t)) * Real.cos t +
            Real.cos (2 * (((N : ℝ) + 1) * t)) * Real.sin t := by
          rw [← Real.sin_add]
          congr 1
          push_cast
          ring
        have h3 : Real.cos (2 * (((N : ℝ) + 1) * t)) =
            1 - 2 * Real.sin (((N : ℝ) + 1) * t) ^ 2 := by
          rw [Real.cos_two_mul, Real.cos_sq']
          ring
        rw [Finset.sum_range_succ, mul_add, ih, h1, h2, h3]
        push_cast
        ring
    have hend : Real.sin ((2 * (n : ℝ) + 1) * t) = -Real.sin t := by
      rw [← Real.sin_nat_mul_two_pi_sub t ((k : ℕ) + 1)]
      congr 1
      rw [ht]
      unfold angle
      push_cast
      field_simp
      ring
    have hs : Real.sin t ≠ 0 :=
      (Real.sin_pos_of_pos_of_lt_pi (angle_mem n k).1 (angle_mem n k).2).ne'
    have hS : ∑ j ∈ Finset.range n, Real.sin (((j : ℝ) + 1) * t) ^ 2 = ((n : ℝ) + 1) / 2 := by
      apply mul_left_cancel₀ hs
      have := hsum n
      rw [hend] at this
      linarith
    have e : orbital n k ⬝ᵥ orbital n k = 2 / ((n : ℝ) + 1) *
        ∑ j ∈ Finset.range n, Real.sin (((j : ℝ) + 1) * t) ^ 2 := by
      rw [← Fin.sum_univ_eq_sum_range (fun j : ℕ => Real.sin (((j : ℝ) + 1) * t) ^ 2) n,
        Finset.mul_sum]
      simp only [dotProduct, orbital]
      refine Finset.sum_congr rfl fun j _ => ?_
      have hq := Real.mul_self_sqrt (show 0 ≤ 2 / ((n : ℝ) + 1) by positivity)
      linear_combination Real.sin ((((j : ℕ) : ℝ) + 1) * t) ^ 2 * hq
    have hn : (n : ℝ) + 1 ≠ 0 := by positivity
    rw [e, hS]
    field_simp
  · rw [if_neg hkl]
    exact overlap_eq_zero n _ _ (chain_mulVec n l) k
      (fun h => hkl ((level_strictAnti n).injective h).symm)

/-- The chain orbitals form an orthonormal basis of the space of site amplitudes, each is an
eigenvector of the adjacency matrix with eigenvalue `2 cos ((k+1)π/(n+1))`, and these eigenvalues
are distinct. -/
theorem chain_eigenbasis (n : ℕ) :
    ∃ b : OrthonormalBasis (Fin n) ℝ (EuclideanSpace ℝ (Fin n)),
      (∀ k, b k = WithLp.toLp 2 (orbital n k)) ∧
      (∀ k, chain n *ᵥ orbital n k = level n k • orbital n k) ∧
      Function.Injective (level n) := by
  have hon : Orthonormal ℝ
      (fun k : Fin n => (WithLp.toLp 2 (orbital n k) : EuclideanSpace ℝ (Fin n))) := by
    rw [orthonormal_iff_ite]
    intro k l
    rw [← orbital_dot n k l]
    simp only [PiLp.inner_apply, dotProduct]
    refine Finset.sum_congr rfl fun j _ => ?_
    simp [mul_comm]
  -- `n` independent vectors span an `n`-dimensional space
  have hsp := hon.linearIndependent.span_eq_top_of_card_eq_finrank' (by simp)
  exact ⟨OrthonormalBasis.mk hon hsp.ge, fun k => by simp, chain_mulVec n,
    (level_strictAnti n).injective⟩

/-- Every eigenvector of the chain is a multiple of one of the chain orbitals, and its
eigenvalue is the level of that orbital. -/
theorem eigenvector_unique (n : ℕ) (x : ℝ) (v : Fin n → ℝ) (hv : v ≠ 0)
    (hx : chain n *ᵥ v = x • v) :
    ∃ k, x = level n k ∧ ∃ c : ℝ, v = c • orbital n k := by
  have hU : Matrix.of (orbital n) * (Matrix.of (orbital n))ᵀ = 1 := by
    ext k l
    change orbital n k ⬝ᵥ orbital n l = _
    rw [orbital_dot, Matrix.one_apply]
  -- expansion of `v` in the orbitals
  have hexp : v = (Matrix.of (orbital n))ᵀ *ᵥ (Matrix.of (orbital n) *ᵥ v) := by
    rw [Matrix.mulVec_mulVec, mul_eq_one_comm.mp hU, Matrix.one_mulVec]
  obtain ⟨k, hk⟩ : ∃ k, orbital n k ⬝ᵥ v ≠ 0 := by
    by_contra hcon
    have h0 : Matrix.of (orbital n) *ᵥ v = 0 :=
      funext fun k => not_not.mp fun h => hcon ⟨k, h⟩
    apply hv
    rw [hexp, h0, Matrix.mulVec_zero]
  have hxk : x = level n k := not_not.mp fun h => hk (overlap_eq_zero n x v hx k h)
  refine ⟨k, hxk, orbital n k ⬝ᵥ v, ?_⟩
  ext j
  refine (congrFun hexp j).trans ?_
  change ∑ l, orbital n l j * (orbital n l ⬝ᵥ v) = (orbital n k ⬝ᵥ v) * orbital n k j
  rw [Finset.sum_eq_single k]
  · ring
  · intro l _ hl
    rw [overlap_eq_zero n x v hx l
      (fun h => hl ((level_strictAnti n).injective (h.symm.trans hxk))), mul_zero]
  · intro h
    exact absurd (Finset.mem_univ _) h

/-- The secular determinant of the chain is the product of the factors `x - 2 cos ((k+1)π/(n+1))`,
with the label `k` starting at zero. -/
theorem secular_determinant (n : ℕ) (x : ℝ) :
    (x • (1 : Matrix (Fin n) (Fin n) ℝ) - chain n).det = ∏ k, (x - level n k) := by
  have hU : Matrix.of (orbital n) * (Matrix.of (orbital n))ᵀ = 1 := by
    ext k l
    change orbital n k ⬝ᵥ orbital n l = _
    rw [orbital_dot, Matrix.one_apply]
  -- the orbitals diagonalise the secular matrix
  have hD : (x • (1 : Matrix (Fin n) (Fin n) ℝ) - chain n) * (Matrix.of (orbital n))ᵀ =
      (Matrix.of (orbital n))ᵀ * Matrix.diagonal (fun k => x - level n k) := by
    ext j k
    have e : (chain n * (Matrix.of (orbital n))ᵀ) j k = level n k * orbital n k j :=
      congrFun (chain_mulVec n k) j
    rw [Matrix.sub_mul, Matrix.smul_mul, Matrix.one_mul, Matrix.sub_apply, e,
      Matrix.mul_diagonal]
    simp only [Matrix.smul_apply, Matrix.transpose_apply, Matrix.of_apply, smul_eq_mul]
    ring
  have hd := congrArg Matrix.det hD
  rw [Matrix.det_mul, Matrix.det_mul, Matrix.det_diagonal] at hd
  have h1 := congrArg Matrix.det hU
  rw [Matrix.det_mul, Matrix.det_one] at h1
  have hne : ((Matrix.of (orbital n))ᵀ).det ≠ 0 := by
    intro h
    rw [h, mul_zero] at h1
    exact zero_ne_one h1
  exact mul_right_cancel₀ hne (hd.trans (mul_comm _ _))

end

end HuckelChainBasis
```

```lean
#print axioms HuckelChainBasis.chain_eigenbasis
#print axioms HuckelChainBasis.eigenvector_unique
#print axioms HuckelChainBasis.secular_determinant
```

```
'HuckelChainBasis.chain_eigenbasis' depends on axioms: [propext, Classical.choice, Quot.sound]
'HuckelChainBasis.eigenvector_unique' depends on axioms: [propext, Classical.choice, Quot.sound]
'HuckelChainBasis.secular_determinant' depends on axioms: [propext, Classical.choice, Quot.sound]
```

## Orbitals, levels and their labels

Sites and orbitals are labelled by `Fin n`, so the labels j and k run from 0 to n − 1. The matrix `chain n`, written A below, has entry 1 between nearest neighbours and 0 elsewhere. The other definitions are

θ_k = (k+1)π/(n+1)  (`angle`)

x_k = 2 cos θ_k  (`level`)

φ_k(j) = √(2/(n+1)) sin((j+1)θ_k)  (`orbital`)

If both labels are counted from one instead, the components take the familiar form √(2/(n+1)) sin(jkπ/(n+1)) and the levels are 2 cos(kπ/(n+1)).

The theorem `chain_eigenbasis` says that there is an orthonormal basis of n-dimensional real Euclidean space whose k-th vector is φ_k, that Aφ_k = x_k φ_k for every k, and that different labels have different levels. The last part is expressed by `Function.Injective (level n)`. The expression `WithLp.toLp 2` turns a list of site amplitudes into a vector of the space with the usual Euclidean norm; the amplitudes themselves are unchanged.

Two further theorems complete the description. By `eigenvector_unique`, any nonzero real vector v with Av = xv is a multiple of a single φ_k, and x = x_k. By `secular_determinant`,

det(x·1 − A) = ∏_k (x − x_k)

for every real x. The theorems need no lower bound on n. For n = 1 they give one orbital with amplitude 1 and level 0, and for n = 0 they concern an empty chain.

## From adjacency levels to π energies

In the Hückel model of a linear polyene, each site carries one p orbital and the one-electron Hamiltonian is

H = α·1 + βA.

Here α is the energy of an electron in a single p orbital within the molecule, and β is the resonance integral, which measures the coupling between neighbouring p orbitals. Neither constant occurs in the file. Since H and A differ only by a scaling and a shift, they share the eigenvectors φ_k, and the orbital energies are α + βx_k. With the usual sign β < 0, the orbital k = 0 is lowest and the energy rises with the label, so in the ground state the orbitals are filled in the order of the labels, with at most two electrons in each.

This gives exact reference orbitals and energies for testing a tight-binding program, within a non-interacting model of a finite chain. The model gives every site the same α and every bond the same β, and it treats the p orbitals as orthonormal. Bond alternation, heteroatoms and closure into a ring change the one-electron matrix, and electron repulsion adds a two-electron term to the Hamiltonian. The theorems do not cover any of these.

## The eigenvalue equation from two fictitious sites

Fix k and write θ for θ_k. Let f(m) = √(2/(n+1)) sin(mθ), so that site j has amplitude f(j+1). The function also has values at two positions just beyond the chain, and both vanish:

f(0) = 0, f(n+1) = √(2/(n+1)) sin((k+1)π) = 0.

An end site lacks a neighbour on at least one side, but adding a zero for a missing neighbour does no harm. Hence at every site i

(Aφ_k)(i) = f(i) + f(i+2).

This is `neighbour_sum`, which splits the matrix row into a right-neighbour and a left-neighbour term and treats the chain ends as separate cases. The addition theorems then give

sin(iθ) + sin((i+2)θ) = 2 cos θ sin((i+1)θ),

so Aφ_k = x_k φ_k. In `chain_mulVec` the two sines are expanded about (i+1)θ as `e1` and `e2`, and the terms with cos((i+1)θ) cancel in the final `ring`.

## Distinct levels and orthogonality

Since 1 ≤ k+1 ≤ n, every angle satisfies 0 < θ_k < π (`angle_mem`). The angles increase with k, and the cosine is strictly decreasing on this interval, so x_0 > x_1 > … > x_(n−1). This is `level_strictAnti`.

Now let Av = xv. Because A is symmetric,

x(φ_k · v) = φ_k · (Av) = (Aφ_k) · v = x_k(φ_k · v),

and therefore (x − x_k)(φ_k · v) = 0. If x ≠ x_k, the overlap is zero, as `overlap_eq_zero` states. Taking v = φ_l with l ≠ k gives the orthogonality of two different orbitals, without evaluating a sum of products of sines.

## Normalisation by a telescoping sum

For the norm, start from sin²(mθ) = (1 − cos(2mθ))/2 and multiply by 4 sin θ:

4 sin θ sin²(mθ) = 2 sin θ − [sin((2m+1)θ) − sin((2m−1)θ)].

In the sum over m = 1, …, N the bracket telescopes:

4 sin θ ∑_m sin²(mθ) = (2N+1) sin θ − sin((2N+1)θ).

In `orbital_dot` this identity is `hsum`, proved by induction on N. At N = n the last angle is

(2n+1)θ = 2(k+1)π − θ,

whose sine is −sin θ (`hend`). The right-hand side is then (2n+2) sin θ. Since 0 < θ < π, sin θ is not zero and can be divided out, which leaves

∑_m sin²(mθ) = (n+1)/2.

The squared prefactor 2/(n+1) makes the norm exactly 1.

## Completeness and the secular determinant

Orthonormal vectors are linearly independent, and n independent vectors span an n-dimensional space. With this, `chain_eigenbasis` builds the basis from the overlaps computed in `orbital_dot`.

Any v can therefore be expanded as

v = ∑_l (φ_l · v) φ_l.

Suppose v is nonzero and Av = xv. At least one overlap φ_k · v is nonzero, which forces x = x_k. Every other level differs from x, so every other overlap vanishes and v = (φ_k · v) φ_k. This is the argument of `eigenvector_unique`. The file obtains the expansion from the square matrix U whose rows are the orbitals: orthonormality says UUᵀ = 1, and for a square matrix this implies UᵀU = 1, the completeness relation.

For the determinant, the eigenvalue equations for all k are collected into one matrix equation,

(x·1 − A)Uᵀ = UᵀD,

where D is diagonal with entries x − x_k. This is `hD` in `secular_determinant`. Taking determinants gives

det(x·1 − A) det(Uᵀ) = det(Uᵀ) ∏_k (x − x_k).

From UUᵀ = 1 it follows that det(Uᵀ) is not zero, and cancelling it leaves the product formula.
